# Angular Selection for 2p–3d: Direct Ranks 0 and 2, Exchange Ranks 1 and 3

Let P₀, P₁, P₂, … be real polynomials, P_k of exact degree k, pairwise orthogonal on [−1,1]. Then the integral of P₁P₂P_k over [−1,1] is nonzero exactly for k = 1 and k = 3. The integrals of P₁²P_k and P₂²P_k are both nonzero exactly for k = 0 and k = 2.

In the multipole expansion of the Coulomb repulsion between a 2p and a 3d electron, these are, up to normalisation, the rank-k angular factors for p and d orbitals with m = 0. The factors for other m are all proportional to the Wigner 3j symbol (l k l′; 0 0 0), whose square is half the integral of the three Legendre polynomials, so a rank that is absent for m = 0 is absent for every m. The direct term needs a p–p and a d–d factor, and the exchange term needs p–d factors. The surviving ranks are those of the Slater integrals F⁰, F², G¹ and G³ used in 2p–3d multiplet calculations. The theorem concerns only these angular factors: it contains no radial integrals and no magnetic quantum numbers, and an allowed rank may still have zero weight in a particular state.

## From orthogonality to the allowed ranks

Write ⟨p⟩ for the integral of a polynomial p(x) over [−1,1], with x = cos θ.

**Lower degrees integrate to zero.** If q has degree below k, then ⟨q P_k⟩ = 0. To see this, suppose that q has degree at most n, with n < k. Choose c as the ratio of the xⁿ coefficients of q and P_n, so that q − cP_n has degree below n. Then

⟨q P_k⟩ = ⟨(q − cP_n) P_k⟩ + c⟨P_n P_k⟩,

and the last term vanishes by orthogonality. Repeating the step lowers the degree until only the zero polynomial is left. In particular, ⟨P_i P_j P_k⟩ = 0 whenever k > i + j.

**The highest rank survives.** For any a and b, P_a P_b has exact degree a + b, so for some constant c

P_{a+b} = c P_a P_b + r,

where r is zero or has degree below a + b. Multiplying by P_{a+b} and integrating removes r:

⟨P_{a+b}²⟩ = c⟨P_a P_b P_{a+b}⟩.

The left side is positive, because a nonzero polynomial cannot vanish on the whole interval. Hence ⟨P_a P_b P_{a+b}⟩ ≠ 0.

**The p and d polynomials are fixed up to a factor.** Let P₁ = αx + s. Then ⟨P₁⟩ = 2s = 0, so P₁ = αx with α ≠ 0. Let P₂ = ux² + vx + w. Orthogonality to 1 and to x gives

2w + (2/3)u = 0 and (2/3)v = 0,

so P₂ = β(3x² − 1) with β = u/3 ≠ 0.

**The exchange ranks.**

- k = 0: the product is P₁P₀P₂, and 2 > 1 + 0, so the integral is zero.
- k = 1: the product is P₁P₁P₂, and 2 = 1 + 1, so the integral is nonzero.
- k = 2: the integrand αβ²x(3x² − 1)² is odd, so the integral is zero.
- k = 3: since 3 = 1 + 2, the integral is nonzero.
- k > 3: the integral is zero.

**The direct ranks.** For k = 0, both integrals are of the highest-rank type, since 1 = 1 + 0 and 2 = 2 + 0. For k = 1, ⟨P₁³⟩ = α³⟨x³⟩ = 0. For k = 2, ⟨P₁²P₂⟩ is again of the highest-rank type, and

⟨P₂³⟩ = β³⟨27x⁶ − 27x⁴ + 9x² − 1⟩ = β³(54/7 − 54/5 + 6 − 2) = (32/35)β³ ≠ 0.

For k > 2 the p–p factor ⟨P₁²P_k⟩ vanishes. The d–d factor alone would still allow k = 4; it is the p shell that ends the direct series at k = 2.

## Values for the Legendre polynomials

Take the normalisation P_k(1) = 1, so that P₀ = 1, P₁ = x, P₂ = (3x² − 1)/2 and P₃ = (5x³ − 3x)/2. The exchange integrals are

⟨P₁P₂P₁⟩ = ½⟨3x⁴ − x²⟩ = ½(6/5 − 2/3) = 4/15,

⟨P₁P₂P₃⟩ = ¼⟨15x⁶ − 14x⁴ + 3x²⟩ = ¼(30/7 − 28/5 + 2) = 6/35.

The direct pairs are ⟨P₁²⟩ = 2/3 and ⟨P₂²⟩ = 2/5 for k = 0, and ⟨P₁²P₂⟩ = 4/15 and ⟨P₂³⟩ = 4/35 for k = 2. The last value is (32/35)β³ with β = 1/2.

## Integrals and orthogonal families in Lean

```lean
import Mathlib

open Polynomial

namespace CoreLevelMultiplets

noncomputable section
```

The bracket ⟨p⟩ becomes `angular p`, with weight 1 and no factor from the azimuthal angle.

```lean
/-- The integral of a polynomial in x = cos θ over [-1,1]. -/
def angular (p : ℝ[X]) : ℝ := ∫ x in (-1 : ℝ)..1, p.eval x
```

The hypotheses on the polynomials form one structure. Its field `degree_eq` demands exact degree k; since the zero polynomial has degree ⊥ in `WithBot ℕ`, no member can vanish, and P₀ is a nonzero constant. Neither normalisation nor parity is assumed.

```lean
/-- A family of real polynomials, the k-th of exact degree k, pairwise orthogonal on [-1,1]. -/
structure OrthogonalFamily (P : ℕ → ℝ[X]) : Prop where
  degree_eq : ∀ k, (P k).degree = (k : WithBot ℕ)
  orthogonal : ∀ i j, i ≠ j → angular (P i * P j) = 0
```

A concrete candidate for such a family is the Rodrigues construction without its usual prefactor. Dividing `rodrigues n` by 2ⁿn! gives the Legendre polynomial normalised to 1 at x = 1.

```lean
/-- The Rodrigues polynomial, the n-th derivative of (x² - 1)ⁿ. -/
def rodrigues (n : ℕ) : ℝ[X] := derivative^[n] ((X ^ 2 - 1) ^ n)
```

## Evaluating the integrals

Linearity is stated in the form in which it is used, for a sum p + cq.

```lean
/-- The angular integral is linear. -/
theorem angular_add_C_mul (p q : ℝ[X]) (c : ℝ) :
    angular (p + C c * q) = angular p + c * angular q := by
  have hq : Continuous fun x => c * q.eval x := continuous_const.mul q.continuous
  unfold angular
  simp only [eval_add, eval_mul, eval_C]
  rw [intervalIntegral.integral_add (p.continuous.intervalIntegrable _ _)
    (hq.intervalIntegrable _ _), intervalIntegral.integral_const_mul]
```

The fundamental theorem of calculus follows for polynomials.

```lean
/-- The angular integral of a derivative is the difference of the boundary values. -/
theorem angular_derivative (Q : ℝ[X]) : angular (derivative Q) = Q.eval 1 - Q.eval (-1) :=
  intervalIntegral.integral_eq_sub_of_hasDerivAt (fun x _ => Q.hasDerivAt x)
    ((derivative Q).continuous.intervalIntegrable _ _)
```

For a polynomial of degree at most six, the next lemma writes down an antiderivative and takes boundary values. The odd coefficients drop out, which is the parity argument used by hand.

```lean
/-- In the angular integral of a polynomial of degree at most six only even powers count. -/
theorem angular_sextic {p : ℝ[X]} (c0 c1 c2 c3 c4 c5 c6 : ℝ) (h : ∀ x, p.eval x =
      c0 + c1 * x + c2 * x ^ 2 + c3 * x ^ 3 + c4 * x ^ 4 + c5 * x ^ 5 + c6 * x ^ 6) :
    angular p = 2 * c0 + 2 / 3 * c2 + 2 / 5 * c4 + 2 / 7 * c6 := by
  have hp : p = derivative (C c0 * X + C (c1 / 2) * X ^ 2 + C (c2 / 3) * X ^ 3
      + C (c3 / 4) * X ^ 4 + C (c4 / 5) * X ^ 5 + C (c5 / 6) * X ^ 6 + C (c6 / 7) * X ^ 7) := by
    apply Polynomial.funext
    intro x
    rw [h]
    simp only [derivative_add, derivative_C_mul, derivative_X_pow, derivative_X, eval_add,
      eval_mul, eval_C, eval_pow, eval_X, eval_one, Nat.cast_ofNat, Nat.reduceSub]
    ring
  rw [hp, angular_derivative]
  simp only [eval_add, eval_mul, eval_C, eval_pow, eval_X]
  ring
```

## Lower degrees and the highest rank

The subtraction of a leading term is a lemma of its own, with c the ratio of the two coefficients of order n.

```lean
/-- A multiple of a polynomial of exact degree n removes the n-th order term of any polynomial
of degree at most n. -/
theorem remove_leading {p q : ℝ[X]} {n : ℕ} (hp : p.degree < ((n + 1 : ℕ) : WithBot ℕ))
    (hq : q.degree = (n : WithBot ℕ)) : ∃ c, (p - C c * q).degree < (n : WithBot ℕ) := by
  refine ⟨p.coeff n / q.coeff n, (degree_lt_iff_coeff_zero _ _).2 fun m hm => ?_⟩
  rw [coeff_sub, coeff_C_mul]
  rcases hm.eq_or_lt with rfl | hm
  · rw [div_mul_cancel₀ _ (coeff_ne_zero_of_eq_degree hq), sub_self]
  · have hm' : (n : WithBot ℕ) < (m : WithBot ℕ) := by exact_mod_cast hm
    rw [(degree_lt_iff_coeff_zero p (n + 1)).1 hp m hm,
      coeff_eq_zero_of_degree_lt (hq.trans_lt hm'), mul_zero, sub_zero]
```

Induction on the degree bound `n` now gives orthogonality to all lower degrees. The expression `e` is the splitting of q P_k shown above.

```lean
/-- Each member of an orthogonal family is orthogonal to every polynomial of lower degree. -/
theorem orthogonal_to_lower {P : ℕ → ℝ[X]} (h : OrthogonalFamily P) {k : ℕ} {q : ℝ[X]}
    (hq : q.degree < (k : WithBot ℕ)) : angular (q * P k) = 0 := by
  have key : ∀ n : ℕ, n ≤ k → ∀ q : ℝ[X], q.degree < (n : WithBot ℕ) →
      angular (q * P k) = 0 := by
    intro n
    induction n with
    | zero =>
      intro _ q hq
      have h0 : q = 0 := by
        ext i
        simpa using (degree_lt_iff_coeff_zero q 0).1 hq i i.zero_le
      simp [h0, angular]
    | succ n ih =>
      intro hn q hq
      obtain ⟨c, hr⟩ := remove_leading hq (h.degree_eq n)
      have e : q * P k = (q - C c * P n) * P k + C c * (P n * P k) := by ring
      rw [e, angular_add_C_mul, ih (by omega) _ hr, h.orthogonal n k (by omega)]
      ring
  exact key k le_rfl q hq
```

For the highest rank, the proof assumes that the integral vanishes and deduces that P_{a+b} has zero norm. This contradicts `hpos`, which holds because the polynomial is nonzero somewhere on the interval.

```lean
/-- For an orthogonal family P, the angular integral of P_a P_b P_{a+b} is nonzero. -/
theorem highest_multipole_ne_zero {P : ℕ → ℝ[X]} (h : OrthogonalFamily P) (a b : ℕ) :
    angular (P a * P b * P (a + b)) ≠ 0 := by
  have hd : (P a * P b).degree = ((a + b : ℕ) : WithBot ℕ) := by
    rw [degree_mul, h.degree_eq, h.degree_eq, Nat.cast_add]
  have hn := h.degree_eq (a + b)
  intro h0
  obtain ⟨c, hr⟩ := remove_leading
    (hn.trans_lt (by exact_mod_cast Nat.lt_succ_self (a + b))) hd
  -- a vanishing integral would give P (a + b) zero norm
  have e : P (a + b) * P (a + b) = (P (a + b) - C c * (P a * P b)) * P (a + b)
      + C c * (P a * P b * P (a + b)) := by ring
  have hz : angular (P (a + b) * P (a + b)) = 0 := by
    rw [e, angular_add_C_mul, orthogonal_to_lower h hr, h0]
    ring
  obtain ⟨x, hx, hne⟩ : ∃ x ∈ Set.Icc (-1 : ℝ) 1, (P (a + b)).eval x ≠ 0 := by
    by_contra hcon
    push Not at hcon
    have hP : P (a + b) = 0 := eq_zero_of_infinite_isRoot _
      ((Set.Icc_infinite (by norm_num : (-1 : ℝ) < 1)).mono (fun x hx => hcon x hx))
    exact coeff_ne_zero_of_eq_degree hn (by rw [hP, coeff_zero])
  have hpos : 0 < angular (P (a + b) * P (a + b)) :=
    intervalIntegral.integral_pos (by norm_num) (Polynomial.continuous _).continuousOn
      (fun y _ => by rw [eval_mul]; exact mul_self_nonneg _)
      ⟨x, hx, by rw [eval_mul]; exact mul_self_pos.2 hne⟩
  exact hpos.ne' hz
```

## The explicit p and d polynomials

The factors α and β are called `a` and `b` from here on. The equations `h10`, `h20` and `h21` are the conditions ⟨P₁⟩ = 0, ⟨P₂⟩ = 0 and ⟨xP₂⟩ = 0, and `linear_combination` solves them for the coefficients.

```lean
/-- Orthogonality fixes the p and d members up to nonzero factors: x and 3x² - 1. -/
theorem pd_forms {P : ℕ → ℝ[X]} (h : OrthogonalFamily P) : ∃ a b : ℝ, a ≠ 0 ∧ b ≠ 0 ∧
    (∀ x, (P 1).eval x = a * x) ∧ (∀ x, (P 2).eval x = b * (3 * x ^ 2 - 1)) := by
  have ev : ∀ k x, (P k).eval x = ∑ i ∈ Finset.range (k + 1), (P k).coeff i * x ^ i :=
    fun k x => eval_eq_sum_range'
      (by rw [natDegree_eq_of_degree_eq_some (h.degree_eq k)]; omega) x
  have nz : ∀ k, (P k).coeff k ≠ 0 := fun k => coeff_ne_zero_of_eq_degree (h.degree_eq k)
  have h10 := orthogonal_to_lower h (k := 1) (q := 1)
    (by rw [degree_one]; exact_mod_cast (by omega : 0 < 1))
  have h20 := orthogonal_to_lower h (k := 2) (q := 1)
    (by rw [degree_one]; exact_mod_cast (by omega : 0 < 2))
  have h21 := orthogonal_to_lower h (k := 2) (q := X)
    (by rw [degree_X]; exact_mod_cast (by omega : 1 < 2))
  rw [angular_sextic ((P 1).coeff 0) ((P 1).coeff 1) 0 0 0 0 0 (fun x => by
    simp only [eval_mul, eval_one, ev, Finset.sum_range_succ, Finset.sum_range_zero]; ring)] at h10
  rw [angular_sextic ((P 2).coeff 0) ((P 2).coeff 1) ((P 2).coeff 2) 0 0 0 0 (fun x => by
    simp only [eval_mul, eval_one, ev, Finset.sum_range_succ, Finset.sum_range_zero]; ring)] at h20
  rw [angular_sextic 0 ((P 2).coeff 0) ((P 2).coeff 1) ((P 2).coeff 2) 0 0 0 (fun x => by
    simp only [eval_mul, eval_X, ev, Finset.sum_range_succ, Finset.sum_range_zero]; ring)] at h21
  refine ⟨_, (P 2).coeff 2 / 3, nz 1, div_ne_zero (nz 2) (by norm_num), fun x => ?_, fun x => ?_⟩
  · rw [ev]
    simp only [Finset.sum_range_succ, Finset.sum_range_zero]
    linear_combination h10 / 2
  · rw [ev]
    simp only [Finset.sum_range_succ, Finset.sum_range_zero]
    linear_combination h20 / 2 + 3 / 2 * x * h21
```

## The selection theorem

The statement has two parts, each an equivalence for every natural number k. The first concerns the exchange integral. The second concerns the condition that both direct integrals are nonzero, which is false as soon as one of them is zero.

In the proof, `top` is the highest-rank result and `high` is the vanishing for k > i + j. The case splits are those made by hand, and `mul_right_comm` reorders a product so that its largest index stands last. The remaining integrals, labelled `v`, are computed with `angular_sextic`.

```lean
/-- For an orthogonal family P, the exchange integral of P₁P₂P_k is nonzero exactly for k = 1, 3,
and the direct integrals of P₁²P_k and P₂²P_k are both nonzero exactly for k = 0, 2. -/
theorem pd_multipole_selection {P : ℕ → ℝ[X]} (h : OrthogonalFamily P) :
    (∀ k, angular (P 1 * P 2 * P k) ≠ 0 ↔ k = 1 ∨ k = 3) ∧
    (∀ k, (angular (P 1 * P 1 * P k) ≠ 0 ∧ angular (P 2 * P 2 * P k) ≠ 0) ↔
      k = 0 ∨ k = 2) := by
  obtain ⟨a, b, -, hb, e1, e2⟩ := pd_forms h
  have top := highest_multipole_ne_zero h
  have high : ∀ i j k : ℕ, i + j < k → angular (P i * P j * P k) = 0 := fun i j k hk =>
    orthogonal_to_lower h (by
      rw [degree_mul, h.degree_eq, h.degree_eq, ← Nat.cast_add]; exact_mod_cast hk)
  refine ⟨fun k => ?_, fun k => ?_⟩
  · have hk : k = 0 ∨ k = 1 ∨ k = 2 ∨ k = 3 ∨ 3 < k := by omega
    rcases hk with rfl | rfl | rfl | rfl | hk
    · exact iff_of_false
        (not_not.2 (by rw [mul_right_comm]; exact high 1 0 2 (by omega))) (by omega)
    · exact iff_of_true (by rw [mul_right_comm]; exact top 1 1) (Or.inl rfl)
    · -- the integrand is odd
      have v : angular (P 1 * P 2 * P 2) = 0 := by
        rw [angular_sextic 0 (a * b ^ 2) 0 (-(6 * a * b ^ 2)) 0 (9 * a * b ^ 2) 0
          (fun x => by simp only [eval_mul, e1, e2]; ring)]
        ring
      exact iff_of_false (not_not.2 v) (by omega)
    · exact iff_of_true (top 1 2) (Or.inr rfl)
    · exact iff_of_false (not_not.2 (high 1 2 k hk)) (by omega)
  · have hk : k = 0 ∨ k = 1 ∨ k = 2 ∨ 2 < k := by omega
    rcases hk with rfl | rfl | rfl | hk
    · exact iff_of_true ⟨by rw [mul_right_comm]; exact top 1 0,
        by rw [mul_right_comm]; exact top 2 0⟩ (Or.inl rfl)
    · have v : angular (P 1 * P 1 * P 1) = 0 := by
        rw [angular_sextic 0 0 0 (a ^ 3) 0 0 0 (fun x => by simp only [eval_mul, e1]; ring)]
        ring
      exact iff_of_false (fun t => t.1 v) (by omega)
    · have v : angular (P 2 * P 2 * P 2) = 32 / 35 * b ^ 3 := by
        rw [angular_sextic (-b ^ 3) 0 (9 * b ^ 3) 0 (-(27 * b ^ 3)) 0 (27 * b ^ 3)
          (fun x => by simp only [eval_mul, e2]; ring)]
        ring
      exact iff_of_true ⟨top 1 1, by rw [v]; positivity⟩ (Or.inr rfl)
    · exact iff_of_false (fun t => t.1 (high 1 1 k hk)) (by omega)
```

## The Rodrigues polynomials as an example

The hypotheses are satisfied by dⁿ/dxⁿ (x² − 1)ⁿ. The leading term x²ⁿ, differentiated n times, becomes (2n)!/n! · xⁿ, so the degree is exactly n.

For orthogonality, let D denote d/dx, put g = (x² − 1)ⁿ, and let q have degree at most m, with m < n. Integration by parts gives

⟨q Dᵐ⁺¹g⟩ = [q Dᵐg] − ⟨q′ Dᵐg⟩,

where the square bracket is the difference of the values at 1 and −1. It vanishes because Dᵐg still contains a factor x² − 1. Each step lowers both the order of the derivative and the degree bound on q, until q is zero. Hence the n-th polynomial is orthogonal to everything of lower degree, including the earlier members of the family.

In the code, `hdeg` is the degree count and `parts` is the repeated integration by parts, as an induction on `m`. The factor x² − 1 is supplied by `hu`.

```lean
/-- The Rodrigues polynomials have exact degree n and are pairwise orthogonal on [-1,1]. -/
theorem orthogonalFamily_witness : OrthogonalFamily rodrigues := by
  have hdeg : ∀ n : ℕ, (rodrigues n).degree = (n : WithBot ℕ) := by
    intro n
    have hm : (X ^ 2 - 1 : ℝ[X]).Monic := by
      rw [← C_1]; exact monic_X_pow_sub_C 1 two_ne_zero
    have h2 : (X ^ 2 - 1 : ℝ[X]).natDegree = 2 := by
      rw [← C_1]; exact natDegree_X_pow_sub_C
    have hN : ((X ^ 2 - 1 : ℝ[X]) ^ n).natDegree = n + n := by
      rw [natDegree_pow, h2]; ring
    have h1 : ((X ^ 2 - 1 : ℝ[X]) ^ n).coeff (n + n) = 1 := by
      rw [← hN]; exact (hm.pow n).coeff_natDegree
    apply degree_eq_of_le_of_coeff_ne_zero
    · rw [degree_le_iff_coeff_zero]
      intro m hm
      have hm' : n < m := by exact_mod_cast hm
      rw [rodrigues, coeff_iterate_derivative,
        coeff_eq_zero_of_natDegree_lt (by rw [hN]; omega), smul_zero]
    · rw [rodrigues, coeff_iterate_derivative, h1]
      simp [Nat.descFactorial_eq_zero_iff_lt]
  -- integrate by parts; the boundary terms carry a factor x² - 1
  have parts : ∀ n m : ℕ, m ≤ n → ∀ q : ℝ[X], q.degree < (m : WithBot ℕ) →
      angular (q * derivative^[m] ((X ^ 2 - 1) ^ n)) = 0 := by
    intro n m
    induction m with
    | zero =>
      intro _ q hq
      have h0 : q = 0 := by
        ext i
        simpa using (degree_lt_iff_coeff_zero q 0).1 hq i i.zero_le
      simp [h0, angular]
    | succ m ih =>
      intro hmn q hq
      have hq' : (derivative q).degree < (m : WithBot ℕ) := by
        rw [degree_lt_iff_coeff_zero]
        intro i hi
        rw [coeff_derivative, (degree_lt_iff_coeff_zero q (m + 1)).1 hq (i + 1) (by omega),
          zero_mul]
      obtain ⟨u, hu⟩ : (X ^ 2 - 1 : ℝ[X]) ∣ derivative^[m] ((X ^ 2 - 1) ^ n) :=
        (dvd_pow_self _ (by omega : n - m ≠ 0)).trans
          (pow_sub_dvd_iterate_derivative_pow _ n m)
      have e : ∀ g : ℝ[X], q * derivative g =
          derivative (q * g) + C (-1) * (derivative q * g) := by
        intro g
        rw [derivative_mul, C_neg, C_1]
        ring
      rw [Function.iterate_succ_apply', e, angular_add_C_mul, angular_derivative,
        ih (by omega) _ hq', hu]
      simp
  have lt_case : ∀ i j : ℕ, i < j → angular (rodrigues i * rodrigues j) = 0 :=
    fun i j hij => parts j j le_rfl _ (by rw [hdeg]; exact_mod_cast hij)
  refine ⟨hdeg, fun i j hij => ?_⟩
  rcases lt_or_gt_of_ne hij with hlt | hgt
  · exact lt_case i j hlt
  · rw [mul_comm]; exact lt_case j i hgt

end

end CoreLevelMultiplets
```

```lean
#print axioms CoreLevelMultiplets.pd_multipole_selection
```

```
'CoreLevelMultiplets.pd_multipole_selection' depends on axioms: [propext, Classical.choice, Quot.sound]
```
